# A uniformly separated plane set with at least two points and an n-fold centre at every point has n = 1, 2, 3, 4 or 6

## Which rotation orders are possible at every site?

Take a set $S$ of at least two points in the plane, with distinct points never closer than some $r>0$. If rotation by $2\pi/n$ about each point of $S$ carries $S$ into itself, where $n\ge 1$ is an integer, then $n$ is 1, 2, 3, 4 or 6. I know this restriction for lattices, but Barlow's argument seems to need only a shortest distance and no translations. Can it be made rigorous in that generality, and checked by machine?

## Rotations that produce ever closer pairs

Yes. For every other $n$, any pair of points in $S$ produces a closer pair, with a fixed ratio of distances, and this eventually violates the separation $r$.

Identify the plane with $\mathbb C$. Rotation by $\theta$ about $c$ sends $z$ to $c+e^{i\theta}(z-c)$. Put $\theta=2\pi/n$ and let $p,q$ be distinct points of $S$.

**Seven-fold and higher.** Rotate $q$ about $p$. The image differs from $q$ by $(e^{i\theta}-1)(q-p)$, and
$$|e^{i\theta}-1|^2=(\cos\theta-1)^2+\sin^2\theta=2-2\cos\theta .$$
For $n\ge 7$ we have $0<\theta<\pi/3$, so $\tfrac12<\cos\theta<1$. The image and $q$ are therefore at distance $k|p-q|$, with $k=\sqrt{2-2\cos\theta}$ strictly between 0 and 1.

**Five-fold.** Rotate $q$ about $p$ by $\theta$, and $p$ about $q$ by $-\theta$:
$$p'=p+e^{i\theta}(q-p),\qquad q'=q+e^{-i\theta}(p-q).$$
The backward turn is allowed, because it equals four forward turns. Subtracting gives
$$p'-q'=(e^{i\theta}+e^{-i\theta}-1)(q-p)=(2\cos\theta-1)(q-p).$$
Here $\pi/3<\theta<\pi/2$, so $0<\cos\theta<\tfrac12$ and $k=|2\cos\theta-1|$ again lies strictly between 0 and 1.

**The contradiction.** After $m$ repetitions there are two points of $S$ at distance $k^m|p-q|$. This is positive, so the points are distinct, but for large $m$ it is below $r$. If a least distance $d$ is attained, one step from a closest pair already suffices, since $kd<d$.

**All five orders occur.** Let $\tau=e^{i\theta}$ with $\theta=\pi/2$ or $\pi/3$, and let $t=2\cos\theta$, which is 0 or 1 respectively. Consider the points $a+b\tau$ with integers $a,b$. If two of them differ by $x+y\tau$, their squared distance is $x^2+txy+y^2$. This is an integer, and it is positive unless $x=y=0$: for $t=1$, twice its value is $x^2+y^2+(x+y)^2$. The least distance is thus 1, attained by 0 and 1.

Since $\tau^2=t\tau-1$, rotating $a'+b'\tau$ about $a+b\tau$ by $\theta$ gives
$$\bigl(a-(b'-b)\bigr)+\bigl(b+(a'-a)+t(b'-b)\bigr)\tau,$$
which is again a point of the set. The square lattice thus has four-fold centres at all its points, and the triangular lattice six-fold ones. Repeating a rotation gives every order that divides 4 or 6, hence 1, 2, 3, 4 and 6.

## The theorem in Lean

```lean
import Mathlib

open scoped Real

namespace BarlowRestriction

noncomputable section

/-- Rotation of the plane by the angle `θ` about the centre `c`, applied to the point `z`. -/
def rotateAbout (θ : ℝ) (c z : ℂ) : ℂ := c + Complex.exp ((θ : ℂ) * Complex.I) * (z - c)

/-- Rotation by `2π/n` about any point of `S` carries points of `S` to points of `S`. -/
def HasRotationCentres (S : Set ℂ) (n : ℕ) : Prop :=
  ∀ c ∈ S, ∀ z ∈ S, rotateAbout (2 * π / n) c z ∈ S

/-- The positive number `d` is the least distance between distinct points of `S`,
and some pair of points attains it. -/
def IsLeastDistance (S : Set ℂ) (d : ℝ) : Prop :=
  0 < d ∧ (∃ p ∈ S, ∃ q ∈ S, dist p q = d) ∧ ∀ p ∈ S, ∀ q ∈ S, p ≠ q → d ≤ dist p q

/-- The points `a + b exp(iθ)` with integers `a` and `b`: two unit vectors at angle `θ`
span the point set. -/
def rhombicLattice (θ : ℝ) : Set ℂ :=
  {z | ∃ a b : ℤ, z = (a : ℂ) + (b : ℂ) * Complex.exp ((θ : ℂ) * Complex.I)}

/-- If every point of `S` is a centre of rotation by `2π/n`, then rotating a point of `S` about a
point of `S` by `j` times that angle, for any natural number `j`, gives a point of `S`. -/
theorem HasRotationCentres.iterate {S : Set ℂ} {n : ℕ} (h : HasRotationCentres S n)
    (j : ℕ) {c z : ℂ} (hc : c ∈ S) (hz : z ∈ S) :
    rotateAbout ((j : ℝ) * (2 * π / n)) c z ∈ S := by
  induction j with
  | zero => simpa [rotateAbout] using hz
  | succ j ih =>
    have h1 := h c hc _ ih
    have e : ((j + 1 : ℕ) : ℝ) * (2 * π / n) = 2 * π / n + (j : ℝ) * (2 * π / n) := by
      push_cast
      ring
    -- angles of rotations about a common centre add
    have h2 : rotateAbout (2 * π / n + (j : ℝ) * (2 * π / n)) c z
        = rotateAbout (2 * π / n) c (rotateAbout ((j : ℝ) * (2 * π / n)) c z) := by
      unfold rotateAbout
      rw [Complex.ofReal_add, add_mul, Complex.exp_add]
      ring
    rw [e, h2]
    exact h1

/-- A rotation by `θ` about `c` displaces `z` by `√(2 - 2 cos θ)` times its distance from `c`. -/
theorem dist_rotateAbout_self (θ : ℝ) (c z : ℂ) :
    dist (rotateAbout θ c z) z = √(2 - 2 * Real.cos θ) * dist c z := by
  have h : ‖Complex.exp ((θ : ℂ) * Complex.I) - 1‖ ^ 2 = 2 - 2 * Real.cos θ := by
    rw [Complex.sq_norm, Complex.normSq_apply]
    simp only [Complex.sub_re, Complex.sub_im, Complex.one_re, Complex.one_im,
      Complex.exp_ofReal_mul_I_re, Complex.exp_ofReal_mul_I_im]
    linear_combination Real.sin_sq_add_cos_sq θ
  have e : rotateAbout θ c z - z = (Complex.exp ((θ : ℂ) * Complex.I) - 1) * (z - c) := by
    unfold rotateAbout
    ring
  rw [← h, Real.sqrt_sq (norm_nonneg _), dist_comm c z, dist_eq_norm, dist_eq_norm, e, norm_mul]

/-- If `q` is rotated about `p` by `θ` and `p` about `q` by `-θ`, the distance between the two
images is `|2 cos θ - 1|` times the distance between `p` and `q`. -/
theorem dist_opposite_rotations (θ : ℝ) (p q : ℂ) :
    dist (rotateAbout θ p q) (rotateAbout (-θ) q p) = |2 * Real.cos θ - 1| * dist p q := by
  have he : Complex.exp ((θ : ℂ) * Complex.I) + Complex.exp (((-θ : ℝ) : ℂ) * Complex.I)
      = ((2 * Real.cos θ : ℝ) : ℂ) := by
    apply Complex.ext
    · simp only [Complex.add_re, Complex.exp_ofReal_mul_I_re, Complex.ofReal_re, Real.cos_neg]
      ring
    · simp only [Complex.add_im, Complex.exp_ofReal_mul_I_im, Complex.ofReal_im, Real.sin_neg]
      ring
  have e : rotateAbout θ p q - rotateAbout (-θ) q p
      = ((2 * Real.cos θ - 1 : ℝ) : ℂ) * (q - p) := by
    rw [Complex.ofReal_sub, ← he, Complex.ofReal_one]
    unfold rotateAbout
    ring
  rw [dist_comm p q, dist_eq_norm, dist_eq_norm, e, norm_mul, Complex.norm_real,
    Real.norm_eq_abs]

/-- If every point of `S` is a centre of rotation by `2π/n`, where `n = 5` or `n ≥ 7`, there is a
fixed ratio `0 < k < 1` such that for any two points of `S` there are two points of `S` whose
distance is `k` times the original one. -/
theorem exists_closer_pair {S : Set ℂ} {n : ℕ} (h : HasRotationCentres S n)
    (hn : n = 5 ∨ 7 ≤ n) :
    ∃ k : ℝ, 0 < k ∧ k < 1 ∧
      ∀ p ∈ S, ∀ q ∈ S, ∃ p' ∈ S, ∃ q' ∈ S, dist p' q' = k * dist p q := by
  have hpi := Real.pi_pos
  rcases hn with rfl | hn
  · -- five-fold: rotate the two points about each other in opposite senses
    have h1 : π / 3 < 2 * π / ((5 : ℕ) : ℝ) := by push_cast; linarith
    have h2 : 2 * π / ((5 : ℕ) : ℝ) < π / 2 := by push_cast; linarith
    have c1 := Real.cos_pos_of_mem_Ioo ⟨by linarith, h2⟩
    have c2 := Real.cos_lt_cos_of_nonneg_of_le_pi (by linarith) (by linarith) h1
    rw [Real.cos_pi_div_three] at c2
    refine ⟨|2 * Real.cos (2 * π / ((5 : ℕ) : ℝ)) - 1|, abs_pos.2 (ne_of_lt (by linarith)),
      abs_lt.2 ⟨by linarith, by linarith⟩, fun p hp q hq => ?_⟩
    refine ⟨_, h p hp q hq, rotateAbout (-(2 * π / ((5 : ℕ) : ℝ))) q p, ?_,
      dist_opposite_rotations _ p q⟩
    -- four turns forward are one turn back
    have h4 := h.iterate 4 hq hp
    have e : (((((4 : ℕ) : ℝ) * (2 * π / ((5 : ℕ) : ℝ)) : ℝ)) : ℂ) * Complex.I
        = ((-(2 * π / ((5 : ℕ) : ℝ)) : ℝ) : ℂ) * Complex.I + 2 * (π : ℂ) * Complex.I := by
      push_cast
      ring
    unfold rotateAbout at h4 ⊢
    rw [e, Complex.exp_add, Complex.exp_two_pi_mul_I, mul_one] at h4
    exact h4
  · -- seven-fold and higher: a single rotation moves a point by too little
    have hn' : (7 : ℝ) ≤ n := by exact_mod_cast hn
    have hpos : (0 : ℝ) < n := by linarith
    have h1 : 0 < 2 * π / (n : ℝ) := by positivity
    have h2 : 2 * π / (n : ℝ) < π / 3 := by
      rw [div_lt_iff₀ hpos]
      nlinarith [mul_le_mul_of_nonneg_left hn' hpi.le]
    have c1 := Real.cos_lt_cos_of_nonneg_of_le_pi le_rfl (by linarith) h1
    have c2 := Real.cos_lt_cos_of_nonneg_of_le_pi h1.le (by linarith) h2
    rw [Real.cos_zero] at c1
    rw [Real.cos_pi_div_three] at c2
    exact ⟨√(2 - 2 * Real.cos (2 * π / n)), Real.sqrt_pos.2 (by linarith),
      (Real.sqrt_lt' one_pos).2 (by linarith),
      fun p hp q hq => ⟨_, h p hp q hq, q, hq, dist_rotateAbout_self _ p q⟩⟩

/-- Crystallographic restriction without a lattice, for `n ≥ 1`: if a plane set has at least two
points, distinct points are at least `r > 0` apart, and each point is a centre of rotation by
`2π/n`, then `n` is 1, 2, 3, 4 or 6. -/
theorem crystallographic_restriction {S : Set ℂ} {n : ℕ} {r : ℝ} (hn : 0 < n)
    (hS : S.Nontrivial) (hr : 0 < r) (hsep : ∀ p ∈ S, ∀ q ∈ S, p ≠ q → r ≤ dist p q)
    (h : HasRotationCentres S n) : n = 1 ∨ n = 2 ∨ n = 3 ∨ n = 4 ∨ n = 6 := by
  by_contra hne
  obtain ⟨k, hk0, hk1, hk⟩ := exists_closer_pair h (by omega)
  obtain ⟨p, hp, q, hq, hpq⟩ := hS
  have hd : 0 < dist p q := dist_pos.2 hpq
  -- iterate the construction of closer pairs
  have hm : ∀ m : ℕ, ∃ p' ∈ S, ∃ q' ∈ S, dist p' q' = k ^ m * dist p q := by
    intro m
    induction m with
    | zero => exact ⟨p, hp, q, hq, by simp⟩
    | succ m ih =>
      obtain ⟨a, ha, b, hb, hab⟩ := ih
      obtain ⟨a', ha', b', hb', hab'⟩ := hk a ha b hb
      exact ⟨a', ha', b', hb', by rw [hab', hab]; ring⟩
  obtain ⟨m, hlt⟩ := exists_pow_lt_of_lt_one (div_pos hr hd) hk1
  obtain ⟨a, ha, b, hb, hab⟩ := hm m
  have hab0 : 0 < dist a b := by rw [hab]; positivity
  have h1 := hsep a ha b hb (dist_pos.1 hab0)
  rw [lt_div_iff₀ hd] at hlt
  linarith

/-- Barlow's form, for `n ≥ 1`: if a plane set has an attained least distance `d > 0` and each of
its points is a centre of rotation by `2π/n`, then `n` is 1, 2, 3, 4 or 6. -/
theorem barlow_restriction {S : Set ℂ} {n : ℕ} {d : ℝ} (hn : 0 < n)
    (hd : IsLeastDistance S d) (h : HasRotationCentres S n) :
    n = 1 ∨ n = 2 ∨ n = 3 ∨ n = 4 ∨ n = 6 := by
  obtain ⟨hd0, ⟨p, hp, q, hq, hpq⟩, hsep⟩ := hd
  exact crystallographic_restriction hn
    ⟨p, hp, q, hq, dist_pos.1 (by rw [hpq]; exact hd0)⟩ hd0 hsep h

/-- For `n ≥ 1`, if every point of `S` is an `n`-fold centre and `m` divides `n`, every point is an
`m`-fold centre. -/
theorem HasRotationCentres.of_dvd {S : Set ℂ} {m n : ℕ} (h : HasRotationCentres S n)
    (hn : 0 < n) (hmn : m ∣ n) : HasRotationCentres S m := by
  obtain ⟨k, rfl⟩ := hmn
  have hm0 : (m : ℝ) ≠ 0 := by
    exact_mod_cast (Nat.pos_of_mul_pos_right hn).ne'
  have hk0 : (k : ℝ) ≠ 0 := by
    exact_mod_cast (Nat.pos_of_mul_pos_left hn).ne'
  intro c hc z hz
  have e : 2 * π / (m : ℝ) = (k : ℝ) * (2 * π / ((m * k : ℕ) : ℝ)) := by
    push_cast
    field_simp
  rw [e]
  exact h.iterate k hc hz

/-- If `θ = 2π/n` and `2 cos θ` is 0 or 1, the rhombic lattice of angle `θ` has least distance 1
and each of its points is an `n`-fold centre. -/
theorem rhombicLattice_symmetry {n : ℕ} {t : ℤ} {θ : ℝ} (hθ : 2 * π / n = θ)
    (ht : t = 0 ∨ t = 1) (h : 2 * Real.cos θ = t) :
    IsLeastDistance (rhombicLattice θ) 1 ∧ HasRotationCentres (rhombicLattice θ) n := by
  refine ⟨⟨one_pos, ⟨0, ⟨0, 0, by simp⟩, 1, ⟨1, 0, by simp⟩, by simp⟩, ?_⟩, ?_⟩
  · rintro _ ⟨a, b, rfl⟩ _ ⟨a', b', rfl⟩ hne
    -- squared distances are values of a positive integer quadratic form
    have form : ∀ x y : ℤ, ¬(x = 0 ∧ y = 0) → 1 ≤ x ^ 2 + t * x * y + y ^ 2 := by
      intro x y hxy
      have hs : 0 < x ^ 2 + y ^ 2 := by
        by_cases hx : x = 0
        · have hy : y ≠ 0 := fun hy => hxy ⟨hx, hy⟩
          positivity
        · positivity
      rcases ht with rfl | rfl
      · linarith
      · nlinarith [sq_nonneg (x + y)]
    have h1 := form (a - a') (b - b') (by
      rintro ⟨h1, h2⟩
      apply hne
      rw [sub_eq_zero.1 h1, sub_eq_zero.1 h2])
    have h2 : (1 : ℝ) ≤ ((a : ℝ) - a') ^ 2 + t * ((a : ℝ) - a') * ((b : ℝ) - b')
        + ((b : ℝ) - b') ^ 2 := by exact_mod_cast h1
    rw [dist_eq_norm]
    have hsq : ‖(a : ℂ) + (b : ℂ) * Complex.exp ((θ : ℂ) * Complex.I)
        - ((a' : ℂ) + (b' : ℂ) * Complex.exp ((θ : ℂ) * Complex.I))‖ ^ 2
        = ((a : ℝ) - a') ^ 2 + t * ((a : ℝ) - a') * ((b : ℝ) - b') + ((b : ℝ) - b') ^ 2 := by
      rw [Complex.sq_norm, Complex.normSq_apply]
      simp only [Complex.sub_re, Complex.sub_im, Complex.add_re, Complex.add_im, Complex.mul_re,
        Complex.mul_im, Complex.intCast_re, Complex.intCast_im, Complex.exp_ofReal_mul_I_re,
        Complex.exp_ofReal_mul_I_im]
      linear_combination ((b : ℝ) - b') ^ 2 * Real.sin_sq_add_cos_sq θ
        + ((a : ℝ) - a') * ((b : ℝ) - b') * h
    rw [← hsq] at h2
    exact (one_le_sq_iff₀ (norm_nonneg _)).1 h2
  · -- the unit vector `exp(iθ)` satisfies a quadratic equation with integer coefficients
    have hτ : Complex.exp ((θ : ℂ) * Complex.I) * Complex.exp ((θ : ℂ) * Complex.I)
        = (t : ℂ) * Complex.exp ((θ : ℂ) * Complex.I) - 1 := by
      apply Complex.ext
      · simp only [Complex.mul_re, Complex.sub_re, Complex.one_re, Complex.intCast_re,
          Complex.intCast_im, Complex.exp_ofReal_mul_I_re, Complex.exp_ofReal_mul_I_im]
        linear_combination Real.cos θ * h - Real.sin_sq_add_cos_sq θ
      · simp only [Complex.mul_im, Complex.sub_im, Complex.one_im, Complex.intCast_re,
          Complex.intCast_im, Complex.exp_ofReal_mul_I_re, Complex.exp_ofReal_mul_I_im]
        linear_combination Real.sin θ * h
    rintro _ ⟨a, b, rfl⟩ _ ⟨a', b', rfl⟩
    rw [hθ]
    refine ⟨a - (b' - b), b + (a' - a) + t * (b' - b), ?_⟩
    unfold rotateAbout
    generalize Complex.exp ((θ : ℂ) * Complex.I) = τ at hτ ⊢
    push_cast
    linear_combination ((b' : ℂ) - b) * hτ

/-- The square lattice has least distance 1 and four-fold centres at all its points; the
triangular lattice has least distance 1 and six-fold centres at all its points. -/
theorem barlow_restriction_witness :
    (IsLeastDistance (rhombicLattice (π / 2)) 1 ∧
      HasRotationCentres (rhombicLattice (π / 2)) 4) ∧
    (IsLeastDistance (rhombicLattice (π / 3)) 1 ∧
      HasRotationCentres (rhombicLattice (π / 3)) 6) := by
  constructor
  · exact rhombicLattice_symmetry (t := 0) (by push_cast; ring) (Or.inl rfl)
      (by rw [Real.cos_pi_div_two]; norm_num)
  · exact rhombicLattice_symmetry (t := 1) (by push_cast; ring) (Or.inr rfl)
      (by rw [Real.cos_pi_div_three]; norm_num)

/-- For `n ≥ 1`, a plane set with an attained least distance and `n`-fold centres at all its
points exists exactly when `n` is 1, 2, 3, 4 or 6. -/
theorem exists_rotation_centres_iff {n : ℕ} (hn : 0 < n) :
    (∃ (S : Set ℂ) (d : ℝ), IsLeastDistance S d ∧ HasRotationCentres S n) ↔
      n = 1 ∨ n = 2 ∨ n = 3 ∨ n = 4 ∨ n = 6 := by
  constructor
  · rintro ⟨S, d, hd, h⟩
    exact barlow_restriction hn hd h
  · intro h
    obtain ⟨⟨d4, r4⟩, ⟨d6, r6⟩⟩ := barlow_restriction_witness
    have hdiv : n ∣ 4 ∨ n ∣ 6 := by
      rcases h with rfl | rfl | rfl | rfl | rfl <;> norm_num
    rcases hdiv with h4 | h6
    · exact ⟨_, 1, d4, r4.of_dvd (by norm_num) h4⟩
    · exact ⟨_, 1, d6, r6.of_dvd (by norm_num) h6⟩

end

end BarlowRestriction
```

```lean
#print axioms BarlowRestriction.exists_rotation_centres_iff
```

```
'BarlowRestriction.exists_rotation_centres_iff' depends on axioms: [propext, Classical.choice, Quot.sound]
```

## What the statements say about sites and centres

The set `S : Set ℂ` holds the positions of idealised point sites, and `rotateAbout θ c z` is the rotation above, counterclockwise for positive `θ`. `HasRotationCentres S n` says that rotating any point of `S` about any point of `S` by $2\pi/n$ lands in `S`. It does not say that $n$ is the largest such order: a four-fold centre is also a two-fold one.

In `crystallographic_restriction`, `hS : S.Nontrivial` supplies two distinct points, and `hr` and `hsep` supply the separation. Physically, `r` stands for a closest approach of atomic centres; it is assumed, not derived from forces. The condition `hn` excludes `n = 0`, where Lean's division by zero would turn the rotation into the identity.

`IsLeastDistance S d` says that `d` is positive, is attained by some pair and bounds all distances between distinct points from below. `barlow_restriction` uses this stronger condition. `exists_rotation_centres_iff` adds the converse: for $n\ge1$, a set with an attained least distance and $n$-fold centres at all its points exists exactly when $n$ is one of the five values.

The crystallographic restriction usually concerns any rotation symmetry of a periodic crystal, whose centre may lie between atoms. The theorem here does not assume periodicity, but it requires every point of `S` to be a centre. For $n\ge2$ this already forces a translation symmetry, although the file does not prove it: a turn by $2\pi/n$ about $p$ followed by the reverse turn about another point $q$ shifts every point by $(1-e^{-2\pi i/n})(q-p)\ne0$. A set of at least two points without translation symmetry therefore never meets the hypothesis for $n\ge2$. To treat a planar crystal, one would take `S` to be the translates of one rotation centre, a reduction that the file does not carry out. For a planar electronic-structure model with at least two sites and a positive lower bound on their separations, the result says that rotation by $2\pi/n$ about every site can be a symmetry of the model only for these orders.

## How the proof follows the geometry

`HasRotationCentres.iterate` shows by induction that repeated turns stay in `S`; its key step is that angles about a common centre add, through `Complex.exp_add`.

`dist_rotateAbout_self` and `dist_opposite_rotations` are the two distance formulas. The first computes the squared norm from real and imaginary parts and closes with $\sin^2\theta+\cos^2\theta=1$. The second compares real and imaginary parts to obtain $e^{i\theta}+e^{-i\theta}=2\cos\theta$.

`exists_closer_pair` combines them into one ratio `k` for each excluded order. The bounds on the cosine come from its strict decrease on $[0,\pi]$, applied by `Real.cos_lt_cos_of_nonneg_of_le_pi`, except that its positivity in the five-fold case comes from `Real.cos_pos_of_mem_Ioo`. In the five-fold case, `h.iterate 4` supplies the backward turn, and `Complex.exp_two_pi_mul_I` removes the full revolution.

`crystallographic_restriction` argues by contradiction. `omega` reduces the excluded orders to `n = 5 ∨ 7 ≤ n`, an induction on `m` builds pairs at distance `k ^ m * dist p q`, and `exists_pow_lt_of_lt_one` finds an `m` that brings this below `r`. `barlow_restriction` then follows by taking `r` to be `d`, so the file uses the iteration here too, not the single step from a closest pair.

For the converse, `rhombicLattice_symmetry` treats both lattices together. Its `form` is the bound on the integer quadratic form, `hsq` identifies that form with the squared distance, and `hτ` is the equation for $\tau^2$ that gives the integer coordinates of the rotated point. `barlow_restriction_witness` inserts the angles $\pi/2$ and $\pi/3$. `HasRotationCentres.of_dvd` passes from an order to its divisors by repeated rotation, and `exists_rotation_centres_iff` joins the two directions.
